# The integrated adiabatic current of a smooth periodic single-band family is a difference of Berry phases

The dipole moment of a crystal's unit cell changes when the cell boundary is moved through charged regions, so the periodic charge density alone does not fix a polarization. The current that flows while a parameter \(\lambda\) is slowly changed is better defined, but integrating it directly takes the states and their derivatives at every intermediate \(\lambda\). For a \(C^2\) family \(u(k,\lambda)\) that is periodic in \(k\) up to a fixed isometry, the integral reduces to the Berry phases of the vectors at \(\lambda=0\) and \(\lambda=1\). For normalised \(u\), the physical states at these two ends, which leave the phases of the vectors free, fix it only up to a multiple of \(2\pi\).

## States, phase and current

The states lie in a complex inner product space `H`, of finite or infinite dimension; \(\mathbb C^n\) is one case. The inner product is conjugate-linear in its first argument, as in bra-ket notation.

```lean
import Mathlib

open scoped Real
open MeasureTheory

noncomputable section

namespace AdiabaticPolarization

variable {H : Type*} [NormedAddCommGroup H] [InnerProductSpace ℂ H]
```

For normalised states, the Berry phase of a path \(v(k)\) is

\[
\varphi[v]=-\int_0^{2\pi}\operatorname{Im}\langle v,\partial_k v\rangle\,dk .
\]

It takes one path only, so \(\varphi(\lambda)=\varphi[u(\cdot,\lambda)]\) uses no other value of \(\lambda\).

```lean
/-- The Berry phase `-∫ Im⟨v, ∂ₖv⟩ dk` of a path of states over the Brillouin zone `[0, 2π]`. -/
def berryPhase (v : ℝ → H) : ℝ :=
  -∫ k in (0 : ℝ)..(2 * π), (inner ℂ (v k) (deriv v k)).im
```

For a direction \(w\) in the \((k,\lambda)\) plane, the Berry connection is \(A_w=\operatorname{Im}\langle u,\partial_w u\rangle\). The common convention \(i\langle u,\partial_w u\rangle\), for normalised \(u\), has the opposite sign, and so has its curvature. In Lean \(\partial_w u\) is `fderiv ℝ u p w`, with `(1, 0)` for \(k\) and `(0, 1)` for \(\lambda\).

```lean
/-- The Berry connection `Im⟨u, ∂_w u⟩` in the direction `w` of the `(k, λ)` plane. -/
def berryConnection (u : ℝ × ℝ → H) (w p : ℝ × ℝ) : ℝ :=
  (inner ℂ (u p) (fderiv ℝ u p w)).im
```

The integrated current is

\[
J=\int_{[0,2\pi]\times[0,1]}-2\operatorname{Im}\langle\partial_\lambda u,\partial_k u\rangle\,dk\,d\lambda .
\]

For normalised \(u\), the integral of this integrand over \(k\) is the current carried by one filled, isolated band in one dimension, per unit rate of change of \(\lambda\), with the charge and a factor \(1/2\pi\) left out. It is taken here as a definition; adiabatic perturbation theory is what supplies it in physics.

```lean
/-- The integrated adiabatic current: the integral of `-2 Im⟨∂_λ u, ∂ₖ u⟩` over `[0, 2π] × [0, 1]`.
-/
def integratedCurrent (u : ℝ × ℝ → H) : ℝ :=
  ∫ p in Set.Icc ((0, 0) : ℝ × ℝ) (2 * π, 1),
    -2 * (inner ℂ (fderiv ℝ u p (0, 1)) (fderiv ℝ u p (1, 0))).im
```

## The curl of the connection

Since \(u\) is \(C^2\), its first derivatives are \(C^1\), and so is \(A_w\).

```lean
/-- The Berry connection of a C² family of states is continuously differentiable. -/
theorem berryConnection_contDiff {u : ℝ × ℝ → H} (hu : ContDiff ℝ 2 u) (w : ℝ × ℝ) :
    ContDiff ℝ 1 (berryConnection u w) := by
  have hD : ContDiff ℝ 1 (fderiv ℝ u) := hu.fderiv_right one_add_one_eq_two.le
  have h1 : ContDiff ℝ 1 u := hu.of_le (by norm_num)
  exact Complex.imCLM.contDiff.comp (h1.inner ℂ (hD.clm_apply contDiff_const))
```

With \(v\) now a second direction in the \((k,\lambda)\) plane, the product rule gives

\[
\partial_v A_w=\operatorname{Im}\langle u,\partial_v\partial_w u\rangle+\operatorname{Im}\langle\partial_v u,\partial_w u\rangle .
\]

```lean
/-- The derivative of the Berry connection along `v`, by the product rule. -/
theorem fderiv_berryConnection {u : ℝ × ℝ → H} (hu : ContDiff ℝ 2 u) (p v w : ℝ × ℝ) :
    fderiv ℝ (berryConnection u w) p v =
      (inner ℂ (u p) (fderiv ℝ (fderiv ℝ u) p v w)).im +
        (inner ℂ (fderiv ℝ u p v) (fderiv ℝ u p w)).im := by
  have hD : ContDiff ℝ 1 (fderiv ℝ u) := hu.fderiv_right one_add_one_eq_two.le
  have h1 : HasFDerivAt u (fderiv ℝ u p) p :=
    (hu.differentiable (by norm_num) p).hasFDerivAt
  have h2 : HasFDerivAt (fderiv ℝ u) (fderiv ℝ (fderiv ℝ u) p) p :=
    (hD.differentiable (by norm_num) p).hasFDerivAt
  have h3 : HasFDerivAt (fun q => fderiv ℝ u q w)
      ((ContinuousLinearMap.apply ℝ H w).comp (fderiv ℝ (fderiv ℝ u) p)) p :=
    (ContinuousLinearMap.apply ℝ H w).hasFDerivAt.comp p h2
  have h5 : HasFDerivAt (berryConnection u w) _ p :=
    Complex.imCLM.hasFDerivAt.comp p (h1.inner ℂ h3)
  rw [h5.fderiv]
  simp [fderivInnerCLM_apply]
```

Now subtract the same expression with \(v\) and \(w\) exchanged. The mixed second derivatives agree and cancel (`hsymm`). Exchanging the arguments of an inner product reverses its imaginary part (`him`), so the remaining terms add:

\[
\partial_v A_w-\partial_w A_v=2\operatorname{Im}\langle\partial_v u,\partial_w u\rangle .
\]

```lean
/-- For a C² family, the curl of the Berry connection is the Berry curvature `2 Im⟨∂_v u, ∂_w u⟩`.
-/
theorem berry_curvature {u : ℝ × ℝ → H} (hu : ContDiff ℝ 2 u) (p v w : ℝ × ℝ) :
    fderiv ℝ (berryConnection u w) p v - fderiv ℝ (berryConnection u v) p w =
      2 * (inner ℂ (fderiv ℝ u p v) (fderiv ℝ u p w)).im := by
  have hD : ContDiff ℝ 1 (fderiv ℝ u) := hu.fderiv_right one_add_one_eq_two.le
  -- mixed second derivatives agree
  have hsymm : fderiv ℝ (fderiv ℝ u) p v w = fderiv ℝ (fderiv ℝ u) p w v :=
    second_derivative_symmetric
      (fun y => (hu.differentiable (by norm_num) y).hasFDerivAt)
      (hD.differentiable (by norm_num) p).hasFDerivAt v w
  have him : (inner ℂ (fderiv ℝ u p w) (fderiv ℝ u p v)).im =
      -(inner ℂ (fderiv ℝ u p v) (fderiv ℝ u p w)).im := by
    rw [← inner_conj_symm (fderiv ℝ u p w) (fderiv ℝ u p v), Complex.conj_im]
  rw [fderiv_berryConnection hu, fderiv_berryConnection hu, hsymm, him]
  ring
```

## Matching the two zone edges

Let \(u(k+2\pi,\lambda)=Vu(k,\lambda)\) with \(V\) a linear isometry independent of \(k\) and \(\lambda\). For cell-periodic Bloch functions, with phases chosen so that the full Bloch function is periodic in \(k\), \(V\) is multiplication by \(e^{-iGx}\), with \(G\) the reciprocal lattice vector; strict periodicity is \(V=1\). Differentiating gives \(\partial_w u(k+2\pi,\lambda)=V\partial_w u(k,\lambda)\), and therefore

\[
A_w(k+2\pi,\lambda)=\operatorname{Im}\langle Vu,V\partial_w u\rangle=A_w(k,\lambda).
\]

```lean
/-- If the states of a C² family at `k + 2π` and `k` are related by a fixed isometry, the Berry
connection is periodic in `k`. -/
theorem berryConnection_periodic {u : ℝ × ℝ → H} (hu : ContDiff ℝ 2 u) (V : H →ₗᵢ[ℂ] H)
    (hV : ∀ k l, u (k + 2 * π, l) = V (u (k, l))) (w : ℝ × ℝ) (k l : ℝ) :
    berryConnection u w (k + 2 * π, l) = berryConnection u w (k, l) := by
  have h1 : HasFDerivAt u (fderiv ℝ u (k, l)) (k, l) :=
    (hu.differentiable (by norm_num) (k, l)).hasFDerivAt
  have hfun : (fun q : ℝ × ℝ => u (q + (2 * π, 0))) = fun q => V (u q) := by
    funext ⟨a, b⟩
    simpa using hV a b
  have e : fderiv ℝ (fun q : ℝ × ℝ => u (q + (2 * π, 0))) (k, l) =
      (V.toContinuousLinearMap.restrictScalars ℝ).comp (fderiv ℝ u (k, l)) := by
    rw [hfun]
    exact ((V.toContinuousLinearMap.restrictScalars ℝ).hasFDerivAt.comp (k, l) h1).fderiv
  have hp : ((k, l) : ℝ × ℝ) + (2 * π, 0) = (k + 2 * π, l) := by simp
  rw [fderiv_comp_add_right, hp] at e
  unfold berryConnection
  rw [e, hV]
  exact congrArg Complex.im (V.inner_map_map _ _)
```

## From the rectangle to its ends

With \(v=\lambda\) and \(w=k\), the curl formula turns the integrand into \(\partial_kA_\lambda-\partial_\lambda A_k\), the divergence of the field \((A_\lambda,-A_k)\). Integration over the rectangle gives

\[
J=\int_0^1\bigl[A_\lambda(2\pi,\lambda)-A_\lambda(0,\lambda)\bigr]d\lambda-\int_0^{2\pi}\bigl[A_k(k,1)-A_k(k,0)\bigr]dk .
\]

The first integral vanishes by periodicity, and the second term is \(\varphi(1)-\varphi(0)\).

```lean
/-- For a C² family with `u(k + 2π, λ) = V u(k, λ)`, where `V` is a fixed linear isometry, the
integrated adiabatic current is the Berry phase at `λ = 1` minus the Berry phase at `λ = 0`. -/
theorem king_smith_vanderbilt {u : ℝ × ℝ → H} (hu : ContDiff ℝ 2 u) (V : H →ₗᵢ[ℂ] H)
    (hV : ∀ k l, u (k + 2 * π, l) = V (u (k, l))) :
    integratedCurrent u = berryPhase (fun k => u (k, 1)) - berryPhase (fun k => u (k, 0)) := by
  have hA := berryConnection_contDiff hu
  have hd : ∀ w p, HasFDerivAt (berryConnection u w) (fderiv ℝ (berryConnection u w) p) p :=
    fun w p => ((hA w).differentiable (by norm_num) p).hasFDerivAt
  have hc : ∀ w v, Continuous fun p => fderiv ℝ (berryConnection u w) p v :=
    fun w v => ((hA w).continuous_fderiv (by norm_num)).clm_apply continuous_const
  have hle : ((0, 0) : ℝ × ℝ) ≤ (2 * π, 1) :=
    Prod.mk_le_mk.2 ⟨by positivity, by norm_num⟩
  -- the divergence theorem on the rectangle
  have key := integral_divergence_prod_Icc_of_hasFDerivAt_off_countable_of_le
    (berryConnection u (0, 1)) (fun p => -berryConnection u (1, 0) p)
    (fun p => fderiv ℝ (berryConnection u (0, 1)) p)
    (fun p => -fderiv ℝ (berryConnection u (1, 0)) p)
    (0, 0) (2 * π, 1) hle ∅ Set.countable_empty
    (hA _).continuous.continuousOn (hA _).continuous.neg.continuousOn
    (fun p _ => hd _ p) (fun p _ => (hd _ p).neg)
    ((hc (0, 1) (1, 0)).add (hc (1, 0) (0, 1)).neg).integrableOn_Icc
  have hint : ∀ p, fderiv ℝ (berryConnection u (0, 1)) p (1, 0) +
      (-fderiv ℝ (berryConnection u (1, 0)) p) (0, 1) =
      -2 * (inner ℂ (fderiv ℝ u p (0, 1)) (fderiv ℝ u p (1, 0))).im := by
    intro p
    change _ + -(fderiv ℝ (berryConnection u (1, 0)) p (0, 1)) = _
    linarith [berry_curvature hu p (0, 1) (1, 0)]
  -- the two sides k = 0 and k = 2π carry the same connection
  have hb : ∀ y, berryConnection u (0, 1) (2 * π, y) = berryConnection u (0, 1) (0, y) := by
    intro y
    have h := berryConnection_periodic hu V hV (0, 1) 0 y
    rwa [zero_add] at h
  simp only [hint, hb, intervalIntegral.integral_neg] at key
  have hφ : ∀ l, berryPhase (fun k => u (k, l)) =
      -∫ k in (0 : ℝ)..(2 * π), berryConnection u (1, 0) (k, l) := by
    intro l
    have hs : ∀ k, deriv (fun k => u (k, l)) k = fderiv ℝ u (k, l) (1, 0) := fun k =>
      ((hu.differentiable (by norm_num) (k, l)).hasFDerivAt.comp_hasDerivAt k
        ((hasDerivAt_id k).prodMk (hasDerivAt_const k l))).deriv
    simp only [berryPhase, berryConnection, hs]
  rw [hφ, hφ, integratedCurrent, key]
  ring
```

In the proof, `key` is the divergence theorem, `hint` rewrites the integrand, `hb` cancels the edges, and `hφ` identifies the remaining integrals as Berry phases. The hypotheses `hu` and `hV` are imposed for all real \(k\) and \(\lambda\), although the integral sees only the rectangle. Normalisation is not assumed: the identity between the integrals holds without it, but their reading as a current and as Berry phases needs normalised \(u\).

The theorem is the geometric core of the King-Smith–Vanderbilt formula for one band in one dimension. The polarization of a real insulator also involves a sum over occupied bands, the ionic charge and three-dimensional geometry.

The smallest instructive case is \(H=\mathbb C\) with \(u=e^{i\alpha(k,\lambda)}\), where \(\alpha\) is real and smooth and \(\alpha(k+2\pi,\lambda)-\alpha(k,\lambda)\) is a constant, so that `hV` holds. Then \(\langle\partial_\lambda u,\partial_k u\rangle=\partial_\lambda\alpha\,\partial_k\alpha\) is real, so \(J=0\) and the two Berry phases are equal. A normalised one-component family of this kind has no integrated current.

## What a change of phase does

Let \(v\) be a \(C^1\) path of states with \(\|v(k)\|=1\), and let \(\tilde v=e^{i\theta}v\), with \(\theta\) real and \(C^1\). Then \(\tilde v'=e^{i\theta}(v'+i\theta'v)\), so

\[
\langle\tilde v,\tilde v'\rangle=\langle v,v'\rangle+i\theta',\qquad
\varphi[\tilde v]=\varphi[v]-\bigl(\theta(2\pi)-\theta(0)\bigr).
\]

The proof establishes the pointwise identity as `hpt` and then integrates \(\theta'\).

```lean
/-- Multiplying normalised states by `exp(iθ(k))` lowers the Berry phase by the net change
of `θ` across the Brillouin zone. -/
theorem berryPhase_gauge {v : ℝ → H} (hv : ContDiff ℝ 1 v) (hn : ∀ k, ‖v k‖ = 1)
    {θ : ℝ → ℝ} (hθ : ContDiff ℝ 1 θ) :
    berryPhase (fun k => Complex.exp (θ k * Complex.I) • v k) =
      berryPhase v - (θ (2 * π) - θ 0) := by
  have hθd : ∀ k, HasDerivAt θ (deriv θ k) k :=
    fun k => (hθ.differentiable (by norm_num) k).hasDerivAt
  have hθc : Continuous (deriv θ) := hθ.continuous_deriv (by norm_num)
  have hvc : Continuous (deriv v) := hv.continuous_deriv (by norm_num)
  have hpt : ∀ k, (inner ℂ (Complex.exp (θ k * Complex.I) • v k)
      (deriv (fun k => Complex.exp (θ k * Complex.I) • v k) k)).im =
      (inner ℂ (v k) (deriv v k)).im + deriv θ k := by
    intro k
    have hE := ((hθd k).ofReal_comp.mul_const Complex.I).cexp
    have hvd := (hv.differentiable (by norm_num) k).hasDerivAt
    have hprod : HasDerivAt (fun k => Complex.exp (θ k * Complex.I) • v k) _ k := hE.smul hvd
    have he : (starRingEnd ℂ) (Complex.exp (θ k * Complex.I)) *
        Complex.exp (θ k * Complex.I) = 1 := by
      rw [← Complex.normSq_eq_conj_mul_self, Complex.normSq_eq_norm_sq,
        Complex.norm_exp_ofReal_mul_I]
      simp
    have hvv : inner ℂ (v k) (v k) = (1 : ℂ) := by
      rw [inner_self_eq_norm_sq_to_K, hn]
      simp
    have hin : inner ℂ (Complex.exp (θ k * Complex.I) • v k)
        (deriv (fun k => Complex.exp (θ k * Complex.I) • v k) k) =
        inner ℂ (v k) (deriv v k) + ((deriv θ k : ℝ) : ℂ) * Complex.I := by
      rw [hprod.deriv, inner_smul_left, inner_add_right, inner_smul_right,
        inner_smul_right, hvv]
      linear_combination
        (inner ℂ (v k) (deriv v k) + ((deriv θ k : ℝ) : ℂ) * Complex.I) * he
    rw [hin]
    simp
  have hi : Continuous fun k => (inner ℂ (v k) (deriv v k)).im :=
    Complex.continuous_im.comp (hv.continuous.inner hvc)
  simp only [berryPhase, hpt]
  rw [intervalIntegral.integral_add (hi.intervalIntegrable _ _) (hθc.intervalIntegrable _ _),
    intervalIntegral.integral_eq_sub_of_hasDerivAt (fun k _ => hθd k)
      (hθc.intervalIntegrable _ _)]
  ring
```

For a \(C^2\) family with \(u(k+2\pi,\lambda)=Vu(k,\lambda)\) as before, suppose the final states are the normalised initial ones up to a \(C^1\) phase, \(u(k,1)=e^{i\theta(k)}u(k,0)\), with \(\theta(2\pi)=\theta(0)+2\pi m\) for an integer \(m\). The two preceding results give

\[
J=\varphi(1)-\varphi(0)=-2\pi m .
\]

```lean
/-- For a C² family with `u(k + 2π, λ) = V u(k, λ)`, where `V` is a fixed linear isometry: if the
final states are the normalised initial states times a C¹ phase `exp(iθ(k))` and `θ` grows by `2πm`
across the zone, the integrated adiabatic current is `-2πm`. -/
theorem integratedCurrent_quantized {u : ℝ × ℝ → H} (hu : ContDiff ℝ 2 u) (V : H →ₗᵢ[ℂ] H)
    (hV : ∀ k l, u (k + 2 * π, l) = V (u (k, l))) (hn : ∀ k, ‖u (k, 0)‖ = 1)
    {θ : ℝ → ℝ} (hθ : ContDiff ℝ 1 θ) (m : ℤ) (hm : θ (2 * π) = θ 0 + 2 * π * m)
    (hend : ∀ k, u (k, 1) = Complex.exp (θ k * Complex.I) • u (k, 0)) :
    integratedCurrent u = -(2 * π * m) := by
  have h0 : ContDiff ℝ 1 (fun k : ℝ => u (k, 0)) :=
    (hu.of_le (by norm_num)).comp (contDiff_id.prodMk contDiff_const)
  rw [king_smith_vanderbilt hu V hV, funext hend, berryPhase_gauge h0 hn hθ, hm]
  ring
```

In a calculation for one isolated band in one dimension, \(\varphi\) is usually obtained from overlaps on a grid \(k_0,\dots,k_N\) as \(-\operatorname{Im}\ln\prod_{j=0}^{N-1}\langle u_j,u_{j+1}\rangle\), with \(u_N=Vu_0\). The arbitrary phases returned by the diagonaliser cancel in the product, but the logarithm fixes \(\varphi\) only modulo \(2\pi\). Two separate endpoint runs therefore leave a multiple of \(2\pi\) in \(J\) open; intermediate values of \(\lambda\), spaced closely enough to follow \(\varphi\) continuously, settle it.

## A two-level pump

With \(c=\cos(\pi\lambda/2)\) and \(s=\sin(\pi\lambda/2)\), take

\[
u(k,\lambda)=\begin{pmatrix}c^2+e^{ik}s^2\\ cs(1-e^{ik})\end{pmatrix}.
\]

Its squared norm is \(c^4+s^4+2c^2s^2\cos k+2c^2s^2(1-\cos k)=(c^2+s^2)^2=1\).

```lean
/-- A two-level family with amplitudes `c² + e^{ik}s²` and `cs(1 - e^{ik})`, where
`c = cos(πλ/2)` and `s = sin(πλ/2)`. -/
def pumpState (p : ℝ × ℝ) : EuclideanSpace ℂ (Fin 2) :=
  ((Real.cos (π / 2 * p.2) : ℂ) ^ 2 +
      Complex.exp (p.1 * Complex.I) * (Real.sin (π / 2 * p.2) : ℂ) ^ 2) •
    EuclideanSpace.single 0 (1 : ℂ) +
  ((Real.cos (π / 2 * p.2) : ℂ) * (Real.sin (π / 2 * p.2) : ℂ) *
      (1 - Complex.exp (p.1 * Complex.I))) • EuclideanSpace.single 1 (1 : ℂ)
```

Write \(e_0\) for the first basis vector, which has index 0 in Lean. Then \(u(k,0)=e_0\) and \(u(k,1)=e^{ik}e_0\). The physical state returns to itself while its phase winds once across the zone. Taking \(V=1\), \(\theta(k)=k\) and \(m=1\) gives \(J=-2\pi\), the transport of one charge by one cell in this non-interacting model.

```lean
/-- The two-level family `pumpState` is C² and periodic in `k`, and its integrated adiabatic
current is `-2π`. -/
theorem pumpState_witness :
    ContDiff ℝ 2 pumpState ∧ (∀ k l, pumpState (k + 2 * π, l) = pumpState (k, l)) ∧
      integratedCurrent pumpState = -(2 * π) := by
  have hc : ContDiff ℝ 2 (fun p : ℝ × ℝ => (Real.cos (π / 2 * p.2) : ℂ)) :=
    Complex.ofRealCLM.contDiff.comp (Real.contDiff_cos.comp (contDiff_const.mul contDiff_snd))
  have hs : ContDiff ℝ 2 (fun p : ℝ × ℝ => (Real.sin (π / 2 * p.2) : ℂ)) :=
    Complex.ofRealCLM.contDiff.comp (Real.contDiff_sin.comp (contDiff_const.mul contDiff_snd))
  have hk : ContDiff ℝ 2 (fun p : ℝ × ℝ => (p.1 : ℂ)) :=
    Complex.ofRealCLM.contDiff.comp contDiff_fst
  have he : ContDiff ℝ 2 (fun p : ℝ × ℝ => Complex.exp (p.1 * Complex.I)) :=
    (hk.mul contDiff_const).cexp
  have hvec : ∀ (a : ℝ × ℝ → ℂ) (x : EuclideanSpace ℂ (Fin 2)), ContDiff ℝ 2 a →
      ContDiff ℝ 2 (fun p => a p • x) := fun a x ha =>
    ((ContinuousLinearMap.toSpanSingleton ℂ x).restrictScalars ℝ).contDiff.comp ha
  have hu : ContDiff ℝ 2 pumpState :=
    (hvec _ _ ((hc.pow 2).add (he.mul (hs.pow 2)))).add
      (hvec _ _ ((hc.mul hs).mul (contDiff_const.sub he)))
  have hper : ∀ k l, pumpState (k + 2 * π, l) = pumpState (k, l) := by
    intro k l
    have h : Complex.exp (((k + 2 * π : ℝ) : ℂ) * Complex.I) =
        Complex.exp (k * Complex.I) := by
      push_cast
      rw [add_mul, Complex.exp_add, Complex.exp_two_pi_mul_I, mul_one]
    simp only [pumpState, h]
  have h0 : ∀ k, pumpState (k, 0) = EuclideanSpace.single 0 (1 : ℂ) := by
    intro k
    simp [pumpState]
  have h1 : ∀ k, pumpState (k, 1) =
      Complex.exp (k * Complex.I) • EuclideanSpace.single 0 (1 : ℂ) := by
    intro k
    simp only [pumpState, mul_one, Real.cos_pi_div_two, Real.sin_pi_div_two]
    simp
  refine ⟨hu, hper, ?_⟩
  -- the phase θ(k) = k winds once
  have h := integratedCurrent_quantized hu LinearIsometry.id hper
    (fun k => by rw [h0]; simp) (θ := fun k => k) contDiff_id 1 (by simp)
    (fun k => by rw [h1, h0])
  simpa using h

end AdiabaticPolarization
```

The proof checks smoothness (`hu`), periodicity (`hper`) and the two end states (`h0`, `h1`), then applies `integratedCurrent_quantized`; the current integral is never evaluated directly.

```lean
#print axioms AdiabaticPolarization.integratedCurrent_quantized
```

```
'AdiabaticPolarization.integratedCurrent_quantized' depends on axioms: [propext, Classical.choice, Quot.sound]
```
